# Two Hermitian perturbations have mixed first-order response amplitudes with equal real parts

Q: Before I accept any symmetry, tell me what the symbols mean. What are the space, the operators and the inner product?

A: `V` is a complex inner product space of any dimension. The inner product ⟨x, y⟩, written `inner ℂ x y`, is conjugate-linear in x and linear in y. H is the Hamiltonian, A and B are perturbations, E is a real energy and ψ is the reference state.

In Lean 4 with Mathlib:

```lean
import Mathlib

open Matrix
open scoped ComplexConjugate

namespace SymmetricResponse

noncomputable section

variable {V : Type*} [NormedAddCommGroup V] [InnerProductSpace ℂ V]
```

For a vector v, let

Q v = v − ⟨ψ, v⟩ ψ.

When ψ has unit length, this removes the component of v along ψ. In the code it is `projOut ψ v`.

```lean
/-- The vector `v - ⟨ψ, v⟩ ψ`. For a unit vector `ψ` this is `v` with its component along `ψ`
removed. -/
def projOut (ψ v : V) : V := v - (inner ℂ ψ v : ℂ) • ψ
```

Q: And what counts as a response vector?

A: A vector uA that is orthogonal to ψ and satisfies

(H − E) uA = −Q A ψ.

`IsResponse H E ψ A uA` holds exactly these two conditions. The vector uB is defined in the same way from B. Hermiticity is `IsSymmetric`: ⟨Hx, y⟩ = ⟨x, Hy⟩ for all x and y.

```lean
/-- The vector `u` is orthogonal to `ψ` and solves the first-order response equation `(H - E) u = -Q
A ψ`, where `Q` is `projOut ψ`. -/
def IsResponse (H : V →ₗ[ℂ] V) (E : ℝ) (ψ : V) (A : V →ₗ[ℂ] V) (u : V) : Prop :=
  inner ℂ ψ u = (0 : ℂ) ∧ H u - (E : ℂ) • u = -projOut ψ (A ψ)
```

Q: I see no requirement that Hψ = Eψ or that ψ is normalised. Has the physics gone missing?

A: The identities for the amplitudes ⟨ψ, A uB⟩ and ⟨ψ, B uA⟩ don't use either condition, so they hold in particular for a unit eigenvector. Take any w orthogonal to ψ. Since A is symmetric and the ψ term of Q A ψ has no overlap with w,

⟨ψ, A w⟩ = ⟨Aψ, w⟩ = ⟨Q A ψ, w⟩.

Now insert the response equation and move H − E across, which is allowed because H is symmetric and E is real:

⟨Q A ψ, w⟩ = −⟨(H − E) uA, w⟩ = −⟨uA, (H − E) w⟩.

With w = uB this is the first identity, ⟨ψ, A uB⟩ = −⟨uA, (H − E) uB⟩. In the proof, `h1` and `h2` are the symmetry of A and H, `h3` is the response equation paired with w, and `linear_combination` adds them up.

```lean
/-- For symmetric `H` and `A`, the amplitude `⟨ψ, A w⟩` of a vector `w` orthogonal to `ψ` is `-⟨uA,
(H - E) w⟩`, where `uA` is the response to `A`. -/
theorem amplitude_eq_neg_pairing {H A : V →ₗ[ℂ] V} {E : ℝ} {ψ uA w : V}
    (hH : H.IsSymmetric) (hA : A.IsSymmetric) (ha : IsResponse H E ψ A uA)
    (hw : inner ℂ ψ w = (0 : ℂ)) :
    (inner ℂ ψ (A w) : ℂ) = -inner ℂ uA (H w - (E : ℂ) • w) := by
  have h1 : (inner ℂ (A ψ) w : ℂ) = inner ℂ ψ (A w) := hA ψ w
  have h2 : (inner ℂ (H uA) w : ℂ) = inner ℂ uA (H w) := hH uA w
  -- pair the response equation for `uA` with `w`
  have h3 := congrArg (fun v => (inner ℂ v w : ℂ)) ha.2
  simp only [projOut, inner_sub_left, inner_neg_left, inner_smul_left,
    Complex.conj_ofReal, hw, mul_zero, sub_zero] at h3
  rw [inner_sub_right, inner_smul_right]
  linear_combination h3 - h1 - h2
```

Q: Only uA's equation has been used so far. Where does B enter?

A: Through the equation for uB. Substituting it on the right gives

−⟨uA, (H − E) uB⟩ = ⟨uA, Q B ψ⟩ = ⟨uA, B ψ⟩,

where the last step uses ⟨uA, ψ⟩ = 0. Symmetry of B then gives

⟨uA, B ψ⟩ = ⟨B uA, ψ⟩ = conj ⟨ψ, B uA⟩.

So exchanging the perturbations conjugates the amplitude. The rewrite chain in `amplitude_conj` uses the same steps in a slightly different order: after inserting the response equation it rewrites the right-hand side by the symmetry of B (`h1`), and then expands Q and uses the orthogonality (`h0`).

```lean
/-- For symmetric `H`, `A` and `B`, exchanging the two perturbations turns the mixed response
amplitude into its complex conjugate. -/
theorem amplitude_conj {H A B : V →ₗ[ℂ] V} {E : ℝ} {ψ uA uB : V}
    (hH : H.IsSymmetric) (hA : A.IsSymmetric) (hB : B.IsSymmetric)
    (ha : IsResponse H E ψ A uA) (hb : IsResponse H E ψ B uB) :
    (inner ℂ ψ (A uB) : ℂ) = conj (inner ℂ ψ (B uA) : ℂ) := by
  have h0 : (inner ℂ uA ψ : ℂ) = 0 := inner_eq_zero_symm.mp ha.1
  have h1 : (inner ℂ (B uA) ψ : ℂ) = inner ℂ uA (B ψ) := hB uA ψ
  -- insert the response equation for `uB` into the pairing
  rw [amplitude_eq_neg_pairing hH hA ha hb.1, hb.2, inner_conj_symm, h1, projOut,
    inner_neg_right, inner_sub_right, inner_smul_right, h0, mul_zero, sub_zero, neg_neg]
```

A complex number and its conjugate have the same real part, so

Re ⟨ψ, A uB⟩ = Re ⟨ψ, B uA⟩.

```lean
/-- For symmetric `H`, `A` and `B`, the mixed response amplitudes `⟨ψ, A uB⟩` and `⟨ψ, B uA⟩` have
equal real parts. -/
theorem re_amplitude_symm {H A B : V →ₗ[ℂ] V} {E : ℝ} {ψ uA uB : V}
    (hH : H.IsSymmetric) (hA : A.IsSymmetric) (hB : B.IsSymmetric)
    (ha : IsResponse H E ψ A uA) (hb : IsResponse H E ψ B uB) :
    (inner ℂ ψ (A uB) : ℂ).re = (inner ℂ ψ (B uA) : ℂ).re := by
  rw [amplitude_conj hH hA hB ha hb, Complex.conj_re]
```

Q: That is algebra about vectors that you have chosen to call responses. Why should they describe how a state reacts to a perturbation?

A: Because the response equation follows from the perturbed eigenvalue problem. Suppose that φ(t) and ε(t) satisfy

(H + tA) φ(t) = ε(t) φ(t),

with φ(0) = ψ and ε(0) = E, and let u and e be their derivatives at t = 0. `IsBranch` records this, together with ⟨ψ, u⟩ = 0. That last condition, `gauge`, fixes the phase and the norm of the state to first order.

Q: So you assume that a smooth branch exists?

A: Yes. Physically, the level can be followed differentiably as the field is switched on. The structure asks for the eigenvalue equation at every real t, although the argument only looks near t = 0. H and A are now bounded operators, `V →L[ℂ] V`, so that applying them can be exchanged with differentiation in t.

```lean
/-- A path `φ t` that solves `(H + t A) φ t = ε t φ t` for every real `t`, starting at `ψ` and `E`,
with initial derivatives `u` and `e`, where `u` is orthogonal to `ψ`. -/
structure IsBranch (H A : V →L[ℂ] V) (E : ℝ) (ψ : V) (φ : ℝ → V) (ε : ℝ → ℝ)
    (u : V) (e : ℝ) : Prop where
  start : φ 0 = ψ
  start_energy : ε 0 = E
  eigen : ∀ t : ℝ, H (φ t) + t • A (φ t) = ε t • φ t
  deriv_state : HasDerivAt φ u 0
  deriv_energy : HasDerivAt ε e 0
  gauge : inner ℂ ψ u = (0 : ℂ)
```

The next lemma is that exchange: the derivative of Aφ(t) is A applied to the derivative of φ(t). Because t is real, the proof treats A as a real-linear map.

```lean
/-- A fixed bounded operator commutes with differentiation of a path of states. -/
theorem hasDerivAt_apply (A : V →L[ℂ] V) {φ : ℝ → V} {u : V} {s : ℝ}
    (h : HasDerivAt φ u s) : HasDerivAt (fun t => A (φ t)) (A u) s :=
  (A.restrictScalars ℝ).hasFDerivAt.comp_hasDerivAt s h
```

Q: Then differentiate the eigenvalue equation for me.

A: At t = 0 the product rule gives

H u + A ψ = E u + e ψ.

Take the inner product with ψ. The first term vanishes, because

⟨ψ, H u⟩ = ⟨Hψ, u⟩ = E ⟨ψ, u⟩ = 0,

and so does E ⟨ψ, u⟩ on the right. With ‖ψ‖ = 1 what remains is the Hellmann–Feynman slope,

e = ⟨ψ, A ψ⟩.

Putting this back and rearranging gives

(H − E) u = −(A ψ − ⟨ψ, A ψ⟩ ψ) = −Q A ψ.

This is where normalisation and the eigenvalue equation matter. In the proof, `dL` and `dR` are the derivatives of the two sides, and uniqueness of the derivative equates them in `key`. The projection on ψ yields `he`, and the last line rearranges `key` into the response equation.

```lean
/-- For a symmetric `H` and a branch starting at a unit vector `ψ`, the energy slope at `t = 0` is
`⟨ψ, A ψ⟩` (Hellmann-Feynman), and the derivative of the state solves the first-order response
equation. -/
theorem IsBranch.slope_and_response {H A : V →L[ℂ] V} {E e : ℝ} {ψ u : V}
    {φ : ℝ → V} {ε : ℝ → ℝ} (h : IsBranch H A E ψ φ ε u e)
    (hH : (H : V →ₗ[ℂ] V).IsSymmetric) (hψ : ‖ψ‖ = 1) :
    (e : ℂ) = inner ℂ ψ (A ψ) ∧ IsResponse (H : V →ₗ[ℂ] V) E ψ (A : V →ₗ[ℂ] V) u := by
  -- differentiate both sides of the perturbed eigenvalue equation
  have dL : HasDerivAt (fun t : ℝ => H (φ t) + t • A (φ t))
      (H u + ((0 : ℝ) • A u + (1 : ℝ) • A (φ 0))) 0 :=
    (hasDerivAt_apply H h.deriv_state).add
      ((hasDerivAt_id' (0 : ℝ)).smul (hasDerivAt_apply A h.deriv_state))
  have dR : HasDerivAt (fun t : ℝ => ε t • φ t) (ε 0 • u + e • φ 0) 0 :=
    h.deriv_energy.smul h.deriv_state
  have hfun : (fun t : ℝ => H (φ t) + t • A (φ t)) = fun t => ε t • φ t := funext h.eigen
  rw [hfun] at dL
  have key := dL.unique dR
  rw [h.start, h.start_energy, zero_smul, zero_add, one_smul,
    ← Complex.coe_smul E u, ← Complex.coe_smul e ψ] at key
  have h0 : H ψ = (E : ℂ) • ψ := by
    have h00 := h.eigen 0
    rw [h.start, h.start_energy, zero_smul, add_zero] at h00
    rw [h00, Complex.coe_smul]
  have hs : (inner ℂ (H ψ) u : ℂ) = inner ℂ ψ (H u) := hH ψ u
  rw [h0, inner_smul_left, h.gauge, mul_zero] at hs
  have hn : (inner ℂ ψ ψ : ℂ) = 1 := by
    rw [inner_self_eq_norm_sq_to_K, hψ]
    norm_num
  -- project on `ψ` to find the energy slope
  have he : (e : ℂ) = inner ℂ ψ (A ψ) := by
    have k := congrArg (fun v => (inner ℂ ψ v : ℂ)) key
    simp only [inner_add_right, inner_smul_right, h.gauge, hs.symm, hn, mul_zero,
      zero_add, mul_one] at k
    exact k.symm
  refine ⟨he, h.gauge, ?_⟩
  change H u - (E : ℂ) • u = -(A ψ - (inner ℂ ψ (A ψ) : ℂ) • ψ)
  rw [← he]
  linear_combination (norm := module) key
```

Q: An experiment measures expectation values, not amplitudes. And your φ(t) need not be normalised.

A: `expectation A v` is Re ⟨v, A v⟩, without division by ⟨v, v⟩. On a branch that starts at a unit vector ψ this makes no difference to the first derivative at t = 0: there ‖φ‖² equals 1, and its derivative is 2 Re ⟨ψ, u⟩ = 0. The normalised quotient therefore has the same slope.

```lean
/-- The real number `Re ⟨v, A v⟩`. For a symmetric `A` and a unit vector `v` it is the expectation
value of `A`. -/
def expectation (A : V →L[ℂ] V) (v : V) : ℝ := (inner ℂ v (A v) : ℂ).re
```

For a symmetric A and any path with derivative u at t = 0, the product rule gives

d/dt ⟨φ, A φ⟩ = ⟨u, A φ(0)⟩ + ⟨φ(0), A u⟩ = 2 Re ⟨φ(0), A u⟩,

since the two terms are conjugates of each other. The proof differentiates the inner product, takes the real part, and uses the symmetry of A to combine the terms.

```lean
/-- For a symmetric `A` and a path `φ` with derivative `u` at `t = 0`, the quantity `Re ⟨φ t, A (φ
t)⟩` has derivative `2 Re ⟨φ 0, A u⟩` at `t = 0`. -/
theorem hasDerivAt_expectation {A : V →L[ℂ] V} (hA : (A : V →ₗ[ℂ] V).IsSymmetric)
    {φ : ℝ → V} {u : V} (h : HasDerivAt φ u 0) :
    HasDerivAt (fun t => expectation A (φ t)) (2 * (inner ℂ (φ 0) (A u) : ℂ).re) 0 := by
  have d := h.inner ℂ (hasDerivAt_apply A h)
  have dr : HasDerivAt (fun t => expectation A (φ t))
      (inner ℂ (φ 0) (A u) + inner ℂ u (A (φ 0)) : ℂ).re 0 :=
    Complex.reCLM.hasFDerivAt.comp_hasDerivAt 0 d
  refine dr.congr_deriv ?_
  have h1 : (inner ℂ (A u) (φ 0) : ℂ) = inner ℂ u (A (φ 0)) := hA u (φ 0)
  rw [Complex.add_re, ← h1, ← inner_conj_symm (A u) (φ 0), Complex.conj_re]
  ring
```

Q: Now put it together. What is the measurable statement?

A: Let φB be a branch for H + tB and φA a branch for H + tA, both starting at the same unit vector ψ with the same energy E. Then, at t = 0,

d/dt ⟨A⟩ along φB = 2 Re ⟨ψ, A uB⟩ = 2 Re ⟨ψ, B uA⟩ = d/dt ⟨B⟩ along φA.

The outer equalities come from `hasDerivAt_expectation`. The middle one is `re_amplitude_symm`, whose response equations are supplied by `slope_and_response`.

```lean
/-- Reciprocity of static response: for symmetric `H`, `A` and `B` and two branches starting at the
same unit vector and energy, the first-order change of `⟨A⟩` under the perturbation `B` equals the
first-order change of `⟨B⟩` under the perturbation `A`. -/
theorem response_reciprocity {H A B : V →L[ℂ] V} {E a b : ℝ} {ψ uA uB : V}
    {φA φB : ℝ → V} {εA εB : ℝ → ℝ}
    (hH : (H : V →ₗ[ℂ] V).IsSymmetric) (hA : (A : V →ₗ[ℂ] V).IsSymmetric)
    (hB : (B : V →ₗ[ℂ] V).IsSymmetric) (hψ : ‖ψ‖ = 1)
    (ha : IsBranch H A E ψ φA εA uA a) (hb : IsBranch H B E ψ φB εB uB b) :
    deriv (fun t => expectation A (φB t)) 0 = deriv (fun t => expectation B (φA t)) 0 := by
  rw [(hasDerivAt_expectation hA hb.deriv_state).deriv,
    (hasDerivAt_expectation hB ha.deriv_state).deriv, ha.start, hb.start]
  have hre := re_amplitude_symm hH hA hB (ha.slope_and_response hH hψ).2
    (hb.slope_and_response hH hψ).2
  exact congrArg (fun x : ℝ => 2 * x) hre
```

Q: Where would I meet this in electronic structure?

A: For exact eigenstates of a fixed Hamiltonian in a finite basis, with A and B two components of the dipole operator, it gives the symmetry of the static polarisability tensor, provided that the branches for the two components start at the same state, as they can for a non-degenerate level. A mean-field Hamiltonian that changes with its own orbitals does not fit these hypotheses, nor does a frequency-dependent field. Operators defined only on part of the space, such as position on the full Hilbert space, are also not covered.

Q: Why insist on real parts? Perhaps the amplitudes themselves are always equal.

A: Two levels are enough to refute that. The function `op` turns a 2 × 2 matrix into an operator on two-component states.

```lean
/-- The operator on two-level states given by a 2 × 2 matrix. -/
def op (M : Matrix (Fin 2) (Fin 2) ℂ) :
    EuclideanSpace ℂ (Fin 2) →ₗ[ℂ] EuclideanSpace ℂ (Fin 2) where
  toFun v := WithLp.toLp 2 (M *ᵥ v.ofLp)
  map_add' x y := by ext i; simp [Matrix.mulVec_add]
  map_smul' c x := by ext i; simp [Matrix.mulVec_smul]
```

If the matrix is Hermitian, the operator is symmetric. The proof writes out both inner products in components and uses the conjugation relations between the four matrix entries.

```lean
/-- A Hermitian 2 × 2 matrix gives a symmetric operator on two-level states. -/
theorem op_isSymmetric {M : Matrix (Fin 2) (Fin 2) ℂ} (hM : M.IsHermitian) :
    (op M).IsSymmetric := by
  intro x y
  have h00 := hM.apply 0 0
  have h01 := hM.apply 0 1
  have h10 := hM.apply 1 0
  have h11 := hM.apply 1 1
  simp only [Complex.star_def] at h00 h01 h10 h11
  simp only [op, LinearMap.coe_mk, AddHom.coe_mk, PiLp.inner_apply, RCLike.inner_apply,
    Fin.sum_univ_two, Matrix.mulVec, dotProduct, map_add, map_mul, h00, h01, h10, h11]
  ring
```

Take H = diag(0, 1), E = 0, ψ = (1, 0), A = σx and B = σy. Then

σx ψ = (0, 1) and σy ψ = (0, i).

Both are already orthogonal to ψ, and H acts as 1 on the second component, so

uA = (0, −1) and uB = (0, −i).

The amplitudes are the first components of σx uB and σy uA:

⟨ψ, σx uB⟩ = −i and ⟨ψ, σy uA⟩ = i.

They are conjugate but not equal, and both real parts are zero: to first order, a σy perturbation leaves ⟨σx⟩ unchanged, and vice versa.

Q: Does the formal example include the response equations, or only the last two numbers?

A: It includes everything: the symmetry of the three operators, both `IsResponse` conditions and both amplitudes. The proof splits the statement into these parts and checks each one by components.

```lean
/-- For the levels 0 and 1 perturbed by the Pauli matrices σx and σy, the two mixed response
amplitudes are `-i` and `i`. -/
theorem twoLevel_witness :
    (op !![0, 0; 0, 1]).IsSymmetric ∧ (op !![0, 1; 1, 0]).IsSymmetric ∧
    (op !![0, -Complex.I; Complex.I, 0]).IsSymmetric ∧
    IsResponse (op !![0, 0; 0, 1]) 0 !₂[1, 0] (op !![0, 1; 1, 0]) !₂[0, -1] ∧
    IsResponse (op !![0, 0; 0, 1]) 0 !₂[1, 0] (op !![0, -Complex.I; Complex.I, 0])
      !₂[0, -Complex.I] ∧
    inner ℂ !₂[(1 : ℂ), 0] (op !![0, 1; 1, 0] !₂[0, -Complex.I]) = -Complex.I ∧
    inner ℂ !₂[(1 : ℂ), 0] (op !![0, -Complex.I; Complex.I, 0] !₂[0, -1]) = Complex.I := by
  refine ⟨op_isSymmetric ?_, op_isSymmetric ?_, op_isSymmetric ?_, ⟨?_, ?_⟩, ⟨?_, ?_⟩, ?_, ?_⟩
  all_goals first
    | (ext i j; fin_cases i <;> fin_cases j <;> simp [Matrix.conjTranspose_apply])
    | (simp [op, PiLp.inner_apply, Fin.sum_univ_two, dotProduct]; done)
    | (ext i; fin_cases i <;>
        simp [op, projOut, PiLp.inner_apply, Fin.sum_univ_two, dotProduct])

end

end SymmetricResponse
```

```lean
#print axioms SymmetricResponse.re_amplitude_symm
#print axioms SymmetricResponse.response_reciprocity
```

```
'SymmetricResponse.re_amplitude_symm' depends on axioms: [propext, Classical.choice, Quot.sound]
'SymmetricResponse.response_reciprocity' depends on axioms: [propext, Classical.choice, Quot.sound]
```
